# Canonical orthogonalisation with threshold τ keeps every basis function within √τ of the retained span

Canonical orthogonalisation prepares a generalised eigenvalue problem in a nearly dependent basis by diagonalising the overlap matrix and discarding the combinations whose eigenvalues do not exceed a threshold $\tau$. For a finite basis and $\tau\ge 0$, each original function $v_i$ then has squared distance at most $\tau$ from the space that is kept, and these squared distances sum to the sum of the discarded eigenvalues. This controls how well an electronic-structure calculation still represents each of its original basis functions. A normalised combination of them can still be lost completely, and the error in an energy is not bounded here.

## A finite family, possibly dependent

The functions $v_i$ are vectors in a complex inner product space `E`, indexed by a finite type `n`. They need be neither normalised nor linearly independent, and `E` may have infinite dimension. The overlap is $S_{ij}=\langle v_i,v_j\rangle$, conjugate-linear in the first argument. Finiteness makes every expansion below a finite sum; an infinite basis would raise questions of convergence that are not treated here.

```lean
import Mathlib

open Matrix
open scoped InnerProductSpace

namespace CanonicalOrthogonalisation

noncomputable section

variable {n E : Type*} [NormedAddCommGroup E] [InnerProductSpace ℂ E]

/-- The overlap matrix `S i j = ⟪v i, v j⟫` of a family of basis functions. -/
def overlap (v : n → E) : Matrix n n ℂ := Matrix.of fun i j => ⟪v i, v j⟫_ℂ
```

Distance from a subspace $K$ is `Metric.infDist`, the infimum of $\|f-y\|$ over $y\in K$. If $f=r+p$ with $p\in K$ and $r\perp K$, then for every $y\in K$

$$\|f-y\|^2=\|r\|^2+\|p-y\|^2\ge\|r\|^2,$$

with equality at $y=p$, so the distance is $\|r\|$. The proof takes $p$ for the upper bound and Pythagoras, `norm_add_sq`, for the lower one.

```lean
/-- If `p` lies in a subspace and `r` is orthogonal to it, the distance of `r + p` from the
subspace is the norm of `r`. -/
theorem infDist_add_of_orthogonal {K : Submodule ℂ E} {r p : E} (hp : p ∈ K)
    (hr : ∀ y ∈ K, ⟪r, y⟫_ℂ = 0) : Metric.infDist (r + p) (K : Set E) = ‖r‖ := by
  apply le_antisymm
  · refine (Metric.infDist_le_dist_of_mem hp).trans_eq ?_
    rw [dist_eq_norm, add_sub_cancel_right]
  · refine (Metric.le_infDist ⟨0, K.zero_mem⟩).2 fun y hy => ?_
    -- Pythagoras: no vector of the subspace comes closer than `p`
    have h := norm_add_sq (𝕜 := ℂ) r (p - y)
    rw [hr _ (K.sub_mem hp hy), map_zero] at h
    rw [dist_eq_norm, add_sub_assoc]
    refine le_of_not_gt fun hlt => ?_
    nlinarith [norm_nonneg (r + (p - y)), sq_nonneg ‖p - y‖]
```

## The numbers $s_k$ are eigenvalues of the overlap

The hypothesis `hS` says $S=U\,\mathrm{diag}(s)\,U^\dagger$ with real $s_k$; Lean writes `Uᴴ` for $U^\dagger$. As shown below, $s_k$ is the squared norm of a combination of basis functions whose coefficient vector has length 1; for normalised functions, a small value signals near-dependence. Since $S$ is Hermitian, such a factorisation always exists, but here $U$ and $s$ are given, not constructed. A numerical diagonalisation satisfies `hS` only up to rounding, which the theorems do not cover.

The canonical combinations are $w_k=\sum_i U_{ik}v_i$, and the retained space is the span of those with $s_k>\tau$. They are left unnormalised; dividing by $\sqrt{s_k}$ when $s_k>0$ gives unit vectors and the same span.

```lean
variable [Fintype n]

/-- The canonical combination `w k = ∑ i, U i k • v i`, before normalisation. -/
def canonical (U : Matrix n n ℂ) (v : n → E) (k : n) : E := ∑ i, U i k • v i

/-- The span of the canonical combinations whose `s k` exceeds the threshold `τ`. -/
def retained (U : Matrix n n ℂ) (s : n → ℝ) (v : n → E) (τ : ℝ) : Submodule ℂ E :=
  Submodule.span ℂ (canonical U v '' {k | τ < s k})
```

By hand, `hS` enters through

$$\langle w_k,w_l\rangle=\sum_{i,j}\overline{U_{ik}}\,S_{ij}\,U_{jl}=(U^\dagger SU)_{kl}=s_k\delta_{kl}.$$

In particular $s_k=\|w_k\|^2\ge0$. In `inner_canonical`, `hD` is the matrix identity $U^\dagger SU=\mathrm{diag}(s)$, and the remaining lines match its entries with the double sum.

```lean
variable [DecidableEq n] {U : Matrix n n ℂ} {s : n → ℝ} {v : n → E} {τ : ℝ}

/-- If `S = U diag(s) Uᴴ` with `U` unitary, the canonical combinations are mutually orthogonal
and `w k` has squared norm `s k`. -/
theorem inner_canonical (hU : U ∈ unitaryGroup n ℂ)
    (hS : overlap v = U * diagonal (fun k => (s k : ℂ)) * Uᴴ) (k l : n) :
    ⟪canonical U v k, canonical U v l⟫_ℂ = if k = l then (s k : ℂ) else 0 := by
  have hU' : Uᴴ * U = 1 := mem_unitaryGroup_iff'.mp hU
  have hD : Uᴴ * overlap v * U = diagonal (fun k => (s k : ℂ)) := by
    calc Uᴴ * overlap v * U
        = (Uᴴ * U) * diagonal (fun k => (s k : ℂ)) * (Uᴴ * U) := by
          rw [hS]; simp only [Matrix.mul_assoc]
      _ = diagonal (fun k => (s k : ℂ)) := by rw [hU', Matrix.one_mul, Matrix.mul_one]
  have hkl : (Uᴴ * overlap v * U) k l = if k = l then (s k : ℂ) else 0 := by
    rw [hD, Matrix.diagonal_apply]
  rw [← hkl]
  simp only [canonical, Matrix.mul_apply, Finset.sum_mul]
  rw [sum_inner]
  simp_rw [inner_sum]
  rw [Finset.sum_comm]
  refine Finset.sum_congr rfl fun j _ => Finset.sum_congr rfl fun i _ => ?_
  rw [inner_smul_left, inner_smul_right, conjTranspose_apply]
  simp only [overlap, Matrix.of_apply, starRingEnd_apply]
  ring
```

For any set $T$ of indices and coefficients $b_k$, the cross terms vanish, so $\|\sum_{k\in T}b_kw_k\|^2=\sum_{k\in T}s_k|b_k|^2$. The proof isolates the surviving term with `Finset.sum_eq_single`.

```lean
/-- If `S = U diag(s) Uᴴ` with `U` unitary, a superposition of canonical combinations with
coefficients `b k` has squared norm `∑ s k |b k|²`. -/
theorem norm_sq_sum_canonical (hU : U ∈ unitaryGroup n ℂ)
    (hS : overlap v = U * diagonal (fun k => (s k : ℂ)) * Uᴴ) (T : Finset n) (b : n → ℂ) :
    ‖∑ k ∈ T, b k • canonical U v k‖ ^ 2 = ∑ k ∈ T, s k * ‖b k‖ ^ 2 := by
  rw [norm_sq_eq_re_inner (𝕜 := ℂ), sum_inner, map_sum]
  refine Finset.sum_congr rfl fun k hk => ?_
  have h : ⟪b k • canonical U v k, ∑ l ∈ T, b l • canonical U v l⟫_ℂ
      = ((s k * ‖b k‖ ^ 2 : ℝ) : ℂ) := by
    rw [inner_smul_left, inner_sum, Finset.sum_eq_single k]
    · rw [inner_smul_right, inner_canonical hU hS, if_pos rfl]
      push_cast
      linear_combination (s k : ℂ) * Complex.conj_mul' (b k)
    · intro l _ hl
      rw [inner_smul_right, inner_canonical hU hS, if_neg hl.symm, mul_zero]
    · exact fun h => absurd hk h
  rw [h]
  exact Complex.ofReal_re _
```

Without `hS`, the $s_k$ could be unrelated to the functions. Take one function of norm 2, with $U=1$, $s=0$ and $\tau=0$: it is discarded, and its squared distance from the zero space is 4, not 0.

## The transformation $U$ is unitary

Unitarity, `hU`, means that the coefficient vectors of the $w_k$ are orthonormal, so a small $s_k$ is not the effect of small coefficients. If the $v_i$ are normalised, it reflects near-dependence; otherwise it can also come from a function of small norm. The relation $U^\dagger U=1$ was already used for the orthogonality of the $w_k$. The relation $UU^\dagger=1$ re-expands any orbital with coefficients $c_i$:

$$\sum_k (U^\dagger c)_k w_k=\sum_i (UU^\dagger c)_i v_i=\sum_i c_iv_i.$$

```lean
/-- For unitary `U`, an orbital with coefficients `c` in the original basis has coefficients
`Uᴴ c` in the canonical combinations. -/
theorem orbital_expansion (hU : U ∈ unitaryGroup n ℂ) (v : n → E) (c : n → ℂ) :
    ∑ i, c i • v i = ∑ k, (Uᴴ *ᵥ c) k • canonical U v k := by
  have hU' : U * Uᴴ = 1 := mem_unitaryGroup_iff.mp hU
  have h : U *ᵥ (Uᴴ *ᵥ c) = c := by rw [Matrix.mulVec_mulVec, hU', Matrix.one_mulVec]
  calc ∑ i, c i • v i = ∑ i, (U *ᵥ (Uᴴ *ᵥ c)) i • v i := by rw [h]
    _ = ∑ i, ∑ k, (U i k * (Uᴴ *ᵥ c) k) • v i := by
        refine Finset.sum_congr rfl fun i _ => ?_
        rw [← Finset.sum_smul]
        rfl
    _ = ∑ k, ∑ i, (U i k * (Uᴴ *ᵥ c) k) • v i := Finset.sum_comm
    _ = ∑ k, (Uᴴ *ᵥ c) k • canonical U v k := by
        refine Finset.sum_congr rfl fun k _ => ?_
        rw [canonical, Finset.smul_sum]
        refine Finset.sum_congr rfl fun i _ => ?_
        rw [smul_smul, mul_comm]
```

Now split this expansion into a discarded part $r$, with $s_k\le\tau$, and a retained part $p$. Since $r$ is orthogonal to every retained $w_l$, it is orthogonal to their span, and the squared distance of the orbital is

$$\|r\|^2=\sum_{s_k\le\tau}s_k\,|(U^\dagger c)_k|^2.$$

In Lean, `Finset.sum_filter_add_sum_filter_not` makes the split, and `Submodule.span_induction` carries orthogonality from the generators to the whole span. This formula holds for every real $\tau$.

```lean
/-- If `S = U diag(s) Uᴴ` with `U` unitary, the squared distance of an orbital with coefficients `c`
in the original basis from the retained span is the sum of `s k |(Uᴴ c) k|²` over the discarded `k`.
-/
theorem orbital_dist_sq (hU : U ∈ unitaryGroup n ℂ)
    (hS : overlap v = U * diagonal (fun k => (s k : ℂ)) * Uᴴ) (τ : ℝ) (c : n → ℂ) :
    Metric.infDist (∑ i, c i • v i) (retained U s v τ : Set E) ^ 2
      = ∑ k with s k ≤ τ, s k * ‖(Uᴴ *ᵥ c) k‖ ^ 2 := by
  -- split into a discarded and a retained part
  rw [orbital_expansion hU v c,
    ← Finset.sum_filter_add_sum_filter_not Finset.univ (fun k => s k ≤ τ)
      (fun k => (Uᴴ *ᵥ c) k • canonical U v k),
    infDist_add_of_orthogonal, norm_sq_sum_canonical hU hS]
  · exact Submodule.sum_mem _ fun k hk => Submodule.smul_mem _ _
      (Submodule.subset_span ⟨k, not_le.mp (Finset.mem_filter.mp hk).2, rfl⟩)
  · intro y hy
    unfold retained at hy
    induction hy using Submodule.span_induction with
    | mem x hx =>
      obtain ⟨l, hl, rfl⟩ := hx
      rw [sum_inner]
      refine Finset.sum_eq_zero fun k hk => ?_
      have hkl : k ≠ l := by
        rintro rfl
        exact not_lt_of_ge (Finset.mem_filter.mp hk).2 hl
      rw [inner_smul_left, inner_canonical hU hS, if_neg hkl, mul_zero]
    | zero => exact inner_zero_right _
    | add x y _ _ hx hy => rw [inner_add_right, hx, hy, add_zero]
    | smul a x _ hx => rw [inner_smul_right, hx, mul_zero]
```

If `hU` is removed and `hS` kept, the bound can fail. For one unit vector, $U=2$ and $s=1/4$ satisfy `hS`; with $\tau=1/4$ the vector is discarded, and its squared distance is 1.

## The threshold is not negative

The condition `hτ` reflects that eigenvalues of an overlap are squared norms. Let $d_i$ be the distance of $v_i$ from the retained span. Taking $c$ as the $i$-th unit vector gives $|(U^\dagger c)_k|=|U_{ik}|$, hence

$$d_i^2=\sum_{s_k\le\tau}s_k|U_{ik}|^2\le\tau\sum_{s_k\le\tau}|U_{ik}|^2\le\tau\sum_k|U_{ik}|^2=\tau.$$

The second inequality, which adds the retained indices, needs $\tau\ge0$. The last equality is the normalisation of the rows of $U$. Summing over $i$ and using its normalised columns gives

$$\sum_i d_i^2=\sum_{s_k\le\tau}s_k\sum_i|U_{ik}|^2=\sum_{s_k\le\tau}s_k.$$

In the proof, `hd` is the formula for $d_i^2$, while `hrow` and `hcol` are the two normalisations. The `calc` block follows the chain of inequalities, and `Finset.sum_comm` exchanges the sums.

```lean
/-- Let `S = U diag(s) Uᴴ` with `U` unitary and `τ ≥ 0`. Each basis function has squared distance
at most `τ` from the retained span, and the squared distances sum to the sum of the discarded
`s k`. -/
theorem canonical_truncation (hU : U ∈ unitaryGroup n ℂ)
    (hS : overlap v = U * diagonal (fun k => (s k : ℂ)) * Uᴴ) (hτ : 0 ≤ τ) :
    (∀ i, Metric.infDist (v i) (retained U s v τ : Set E) ^ 2 ≤ τ) ∧
      ∑ i, Metric.infDist (v i) (retained U s v τ : Set E) ^ 2 = ∑ k with s k ≤ τ, s k := by
  have hd : ∀ i, Metric.infDist (v i) (retained U s v τ : Set E) ^ 2
      = ∑ k with s k ≤ τ, s k * ‖U i k‖ ^ 2 := by
    intro i
    have hv : ∑ j, (Pi.single i (1 : ℂ) : n → ℂ) j • v j = v i := by
      simp [Pi.single_apply, ite_smul]
    have h := orbital_dist_sq hU hS τ (Pi.single i 1)
    rw [hv] at h
    rw [h]
    refine Finset.sum_congr rfl fun k _ => ?_
    simp [Matrix.mulVec, dotProduct, Pi.single_apply]
  constructor
  · intro i
    -- the rows of `U` are normalised
    have hrow : ∑ k, ‖U i k‖ ^ 2 = 1 := by
      have hU' : U * Uᴴ = 1 := mem_unitaryGroup_iff.mp hU
      have h := congrFun (congrFun hU' i) i
      rw [Matrix.mul_apply, Matrix.one_apply_eq] at h
      apply Complex.ofReal_injective
      push_cast
      rw [← h]
      exact Finset.sum_congr rfl fun k _ => (Complex.mul_conj' (U i k)).symm
    rw [hd]
    calc ∑ k with s k ≤ τ, s k * ‖U i k‖ ^ 2
        ≤ ∑ k with s k ≤ τ, τ * ‖U i k‖ ^ 2 := Finset.sum_le_sum fun k hk =>
          mul_le_mul_of_nonneg_right (Finset.mem_filter.mp hk).2 (sq_nonneg _)
      _ ≤ ∑ k, τ * ‖U i k‖ ^ 2 :=
          Finset.sum_le_sum_of_subset_of_nonneg (Finset.filter_subset _ _)
            fun k _ _ => mul_nonneg hτ (sq_nonneg _)
      _ = τ := by rw [← Finset.mul_sum, hrow, mul_one]
  · -- the columns of `U` are normalised
    have hcol : ∀ k, ∑ i, ‖U i k‖ ^ 2 = 1 := by
      intro k
      have hU' : Uᴴ * U = 1 := mem_unitaryGroup_iff'.mp hU
      have h := congrFun (congrFun hU' k) k
      rw [Matrix.mul_apply, Matrix.one_apply_eq] at h
      apply Complex.ofReal_injective
      push_cast
      rw [← h]
      exact Finset.sum_congr rfl fun i _ => (Complex.conj_mul' (U i k)).symm
    simp_rw [hd]
    rw [Finset.sum_comm]
    refine Finset.sum_congr rfl fun k _ => ?_
    rw [← Finset.mul_sum, hcol, mul_one]
```

For $\tau<0$ nothing is discarded and every distance is zero. The sum rule survives as $0=0$, but for a nonempty family the bound would read $0\le\tau$, which is false.

## What a discarded combination loses, and a pair that fits

Choosing $c$ as column $k$ of $U$ makes $U^\dagger c$ the $k$-th unit vector. A discarded $w_k$ therefore has squared distance exactly $s_k$. If $s_k>0$, its normalised version lies at distance 1: that direction is lost completely.

```lean
/-- If `S = U diag(s) Uᴴ` with `U` unitary, a discarded canonical combination `w k` has squared
distance exactly `s k` from the retained span. -/
theorem discarded_dist_sq (hU : U ∈ unitaryGroup n ℂ)
    (hS : overlap v = U * diagonal (fun k => (s k : ℂ)) * Uᴴ) {k : n} (hk : s k ≤ τ) :
    Metric.infDist (canonical U v k) (retained U s v τ : Set E) ^ 2 = s k := by
  have hU' : Uᴴ * U = 1 := mem_unitaryGroup_iff'.mp hU
  have hc : ∀ l, (Uᴴ *ᵥ fun i => U i k) l = (1 : Matrix n n ℂ) l k := by
    intro l
    rw [← hU']
    rfl
  rw [canonical, orbital_dist_sq hU hS τ (fun i => U i k), Finset.sum_eq_single k]
  · rw [hc, Matrix.one_apply_eq]
    simp
  · intro l _ hl
    rw [hc, Matrix.one_apply_ne hl]
    simp
  · exact fun h => absurd (Finset.mem_filter.mpr ⟨Finset.mem_univ k, hk⟩) h
```

A concrete pair satisfies `hU` and `hS`: $v_0=(6/5,4/5)$ and $v_1=(8/5,-3/5)$, whose overlap after normalisation is about 0.58. Here $w_0=(2,0)$ and $w_1=(0,1)$, with eigenvalues 4 and 1. For $\tau=1$ the first axis is kept, and the squared distances $16/25$ and $9/25$ sum to the discarded eigenvalue 1. The Lean proof checks the two matrix identities entry by entry.

```lean
/-- The vectors `(6/5, 4/5)` and `(8/5, -3/5)` have an overlap matrix of the form
`U diag(4, 1) Uᴴ` with the unitary `U` shown. -/
theorem canonical_truncation_witness :
    (!![3/5, 4/5; 4/5, -3/5] : Matrix (Fin 2) (Fin 2) ℂ) ∈ unitaryGroup (Fin 2) ℂ ∧
    overlap (![!₂[6/5, 4/5], !₂[8/5, -3/5]] : Fin 2 → EuclideanSpace ℂ (Fin 2))
      = !![3/5, 4/5; 4/5, -3/5] * diagonal (fun k => (((![4, 1] : Fin 2 → ℝ) k : ℝ) : ℂ))
        * (!![3/5, 4/5; 4/5, -3/5] : Matrix (Fin 2) (Fin 2) ℂ)ᴴ := by
  -- real numbers are their own conjugates
  have hc : ∀ x : ℂ, x.im = 0 → (starRingEnd ℂ) x = x :=
    fun x hx => Complex.conj_eq_iff_im.mpr hx
  constructor
  · rw [mem_unitaryGroup_iff]
    ext i j
    fin_cases i <;> fin_cases j <;>
      simp [Matrix.mul_apply, Fin.sum_univ_two, Matrix.star_apply, hc] <;> norm_num
  · ext i j
    fin_cases i <;> fin_cases j <;>
      simp [overlap, PiLp.inner_apply, Matrix.mul_apply, Fin.sum_univ_two,
        Matrix.vecMul_diagonal, hc] <;> norm_num

end

end CanonicalOrthogonalisation
```

```lean
#print axioms CanonicalOrthogonalisation.canonical_truncation
-- 'CanonicalOrthogonalisation.canonical_truncation' depends on axioms: [propext, Classical.choice, Quot.sound]
#print axioms CanonicalOrthogonalisation.discarded_dist_sq
-- 'CanonicalOrthogonalisation.discarded_dist_sq' depends on axioms: [propext, Classical.choice, Quot.sound]
```
